# Excessive dissipation gives a linearised four-history XL-BOMD mode unbounded solutions

If dissipation is raised without limit to suppress noise in the auxiliary density of extended Lagrangian Born–Oppenheimer molecular dynamics (XL-BOMD), the deviation of that density from the ground state can flip sign and grow at every time step. The problems below derive a sufficient condition for this in a single linear mode with constant coefficients.

Let $x_n$ be the real deviation of that mode from its ground-state value at step $n$. The coupling $k$ stands for the squared auxiliary frequency times the squared time step, multiplied by $1-\gamma$, where $\gamma$ is the linear response, in this mode, of the density returned by the self-consistent-field step to the auxiliary density ($\gamma=0$ at full convergence). The dissipation force has strength $a$ and weights $c_j$ on the last $K+2$ values, newest first:

$$x_{n+K+2}=2x_{n+K+1}-x_{n+K}-kx_{n+K+1}+a\sum_{j=0}^{K+1}c_jx_{n+K+1-j}.$$

`Trajectory` states this for all natural $n$, with $k$, $a$ and $c_j$ arbitrary reals. `StaysBounded` means that one $M$ satisfies $|x_n|\le M$ for every $n$. The nuclei are held fixed, so the ground-state value is constant; it cancels from a dissipation force acting on past densities when $\sum_jc_j=0$, as for the weights in (e). Nonlinear self-consistency and coupling between modes are not modelled.

In Lean 4 with Mathlib:

```lean
import Mathlib

open Finset

namespace XLBOMDExcessiveDissipation

noncomputable section

/-- The deviation `x` of one auxiliary-density mode follows the Verlet step with coupling `k` and a
dissipation force of strength `a` with weights `c j` on the last `K + 2` values, newest first. -/
def Trajectory (K : ℕ) (k a : ℝ) (c : Fin (K + 2) → ℝ) (x : ℕ → ℝ) : Prop :=
  ∀ n, x (n + K + 2) = 2 * x (n + K + 1) - x (n + K) - k * x (n + K + 1)
    + a * ∑ j : Fin (K + 2), c j * x (n + K + 1 - (j : ℕ))

/-- The damped recurrence with four history values. -/
def FourHistory (k a : ℝ) (x : ℕ → ℝ) : Prop :=
  ∀ n, x (n + 4) = (2 - k - 2 * a) * x (n + 3) - (1 - 3 * a) * x (n + 2) - a * x n

/-- The auxiliary variable stays within a fixed range for all time steps. -/
def StaysBounded (x : ℕ → ℝ) : Prop := ∃ M : ℝ, ∀ n, |x n| ≤ M

/-- The characteristic function of the damped recurrence, written in the inverse `w` of the
growth factor per time step. -/
def modeFn (K : ℕ) (k a : ℝ) (c : Fin (K + 2) → ℝ) (w : ℝ) : ℝ :=
  1 - (2 - k) * w + w ^ 2 - a * ∑ j : Fin (K + 2), c j * w ^ ((j : ℕ) + 1)

/-- A linear combination of four successive values of `x`, with coefficients built from `k`, `a` and
a real number `z`. -/
def modeAmplitude (k a z : ℝ) (x : ℕ → ℝ) (n : ℕ) : ℝ :=
  x (n + 3) + (z - (2 - k - 2 * a)) * x (n + 2)
    + (z * (z - (2 - k - 2 * a)) + (1 - 3 * a)) * x (n + 1)
    + z * (z * (z - (2 - k - 2 * a)) + (1 - 3 * a)) * x n
```

### (a) Roots and geometric trajectories

Write `modeFn` as
$$p(w)=1-(2-k)w+w^2-a\sum_jc_jw^{j+1}.$$
Show that if $p(w)=0$ and $w\ne0$, then $x_n=w^{-n}$ is a trajectory.

Put $Z=w^{-(n+K+2)}$. Going back $m$ steps gives $x_{n+K+2-m}=Zw^m$, which is `key` in the code. The left side of the recurrence minus the right side is therefore $Zp(w)=0$, the final `linear_combination`.

```lean
/-- Each nonzero root `w` of the characteristic function gives a trajectory that is multiplied
by `1 / w` at every time step. -/
theorem trajectory_of_root {K : ℕ} {k a w : ℝ} {c : Fin (K + 2) → ℝ} (hw : w ≠ 0)
    (h : modeFn K k a c w = 0) : Trajectory K k a c (fun n => w⁻¹ ^ n) := by
  intro n
  -- going back m steps multiplies the value by w ^ m
  have key : ∀ m, m ≤ n + K + 2 → w⁻¹ ^ (n + K + 2 - m) = w⁻¹ ^ (n + K + 2) * w ^ m := by
    intro m hm
    rw [← pow_sub_mul_pow w⁻¹ hm, mul_assoc, ← mul_pow, inv_mul_cancel₀ hw, one_pow, mul_one]
  have h1 := key 1 (by omega)
  rw [show n + K + 2 - 1 = n + K + 1 by omega, pow_one] at h1
  have h2 := key 2 (by omega)
  rw [show n + K + 2 - 2 = n + K by omega] at h2
  have hs : ∑ j : Fin (K + 2), c j * w⁻¹ ^ (n + K + 1 - (j : ℕ))
      = w⁻¹ ^ (n + K + 2) * ∑ j : Fin (K + 2), c j * w ^ ((j : ℕ) + 1) := by
    rw [Finset.mul_sum]
    refine Finset.sum_congr rfl fun j _ => ?_
    have hj := key ((j : ℕ) + 1) (by have := j.isLt; omega)
    rw [show n + K + 2 - ((j : ℕ) + 1) = n + K + 1 - (j : ℕ) by omega] at hj
    rw [hj]
    ring
  beta_reduce
  rw [hs, h1, h2]
  unfold modeFn at h
  generalize w⁻¹ ^ (n + K + 2) = Z
  linear_combination Z * h
```

### (b) A growing sign flip

Let $S=\sum_j(-1)^jc_j$. Show that $k>4+aS$ gives a real $z<-1$ for which $z^n$ is a trajectory.

We have $p(0)=1$ and $p(-1)=4-k+aS<0$. Since $p$ is continuous, the intermediate value theorem gives a root in $[-1,0]$. Neither endpoint is a root, so $-1<w<0$ and $z=1/w<-1$. Part (a) supplies the trajectory.

```lean
/-- If the coupling exceeds `4 + a ∑ (-1)^j c_j`, some trajectory flips sign at every step and
grows geometrically, for any memory length and any dissipation weights. -/
theorem exists_growing_flip {K : ℕ} {k a : ℝ} {c : Fin (K + 2) → ℝ}
    (h : 4 + a * ∑ j : Fin (K + 2), (-1 : ℝ) ^ (j : ℕ) * c j < k) :
    ∃ z : ℝ, z < -1 ∧ Trajectory K k a c (fun n => z ^ n) := by
  have cont : Continuous (modeFn K k a c) := by
    unfold modeFn
    fun_prop
  have h0 : modeFn K k a c 0 = 1 := by simp [modeFn]
  have h1 : modeFn K k a c (-1) < 0 := by
    have hs : ∑ j : Fin (K + 2), c j * (-1 : ℝ) ^ ((j : ℕ) + 1)
        = -∑ j : Fin (K + 2), (-1 : ℝ) ^ (j : ℕ) * c j := by
      rw [← Finset.sum_neg_distrib]
      refine Finset.sum_congr rfl fun j _ => ?_
      ring
    unfold modeFn
    rw [hs]
    linarith
  -- the characteristic function changes sign between w = -1 and w = 0
  have hmem : (0 : ℝ) ∈ Set.Icc (modeFn K k a c (-1)) (modeFn K k a c 0) :=
    ⟨h1.le, by rw [h0]; norm_num⟩
  obtain ⟨w, ⟨hl, hr⟩, hw⟩ :=
    intermediate_value_Icc (by norm_num : (-1 : ℝ) ≤ 0) cont.continuousOn hmem
  have hw0 : w ≠ 0 := by
    rintro rfl
    linarith
  have hw1 : -1 ≠ w := by
    rintro rfl
    linarith
  have hlt : -1 < w := lt_of_le_of_ne hl hw1
  have hneg : w⁻¹ < 0 := inv_lt_zero.mpr (lt_of_le_of_ne hr hw0)
  have hmul : w * w⁻¹ = 1 := mul_inv_cancel₀ hw0
  have hprod : (w + 1) * w⁻¹ < 0 := mul_neg_of_pos_of_neg (by linarith) hneg
  exact ⟨w⁻¹, by linarith [add_mul w 1 w⁻¹], trajectory_of_root hw0 hw⟩
```

### (c) Growth past every bound

For $z<-1$, $C\ne0$ and any real $M$, find $n$ with $|Cz^n|>M$.

Since $|z|>1$, some power satisfies $|z|^n>M/|C|$. Multiply by $|C|$.

```lean
/-- A nonzero amplitude multiplied at each step by a factor below `-1` exceeds every bound. -/
theorem geometric_exceeds {z C : ℝ} (hz : z < -1) (hC : C ≠ 0) (M : ℝ) :
    ∃ n : ℕ, M < |C * z ^ n| := by
  have h1 : 1 < |z| := by
    rw [abs_of_neg (by linarith)]
    linarith
  obtain ⟨n, hn⟩ := pow_unbounded_of_one_lt (M / |C|) h1
  refine ⟨n, ?_⟩
  rw [abs_mul, abs_pow, mul_comm]
  exact (div_lt_iff₀ (abs_pos.mpr hC)).1 hn
```

### (d) An unbounded solution for any memory length

Show that under the condition of (b) some trajectory is unbounded.

Take $z^n$ from (b). If $M$ bounded it, (c) with $C=1$ would give a contradiction.

```lean
/-- If the coupling exceeds `4 + a ∑ (-1)^j c_j`, the damped recurrence has an unbounded real
solution, for any memory length and any dissipation weights. -/
theorem exists_unbounded {K : ℕ} {k a : ℝ} {c : Fin (K + 2) → ℝ}
    (h : 4 + a * ∑ j : Fin (K + 2), (-1 : ℝ) ^ (j : ℕ) * c j < k) :
    ∃ x, Trajectory K k a c x ∧ ¬ StaysBounded x := by
  obtain ⟨z, hz, ht⟩ := exists_growing_flip h
  refine ⟨_, ht, ?_⟩
  rintro ⟨M, hM⟩
  obtain ⟨n, hn⟩ := geometric_exceeds hz one_ne_zero M
  rw [one_mul] at hn
  exact absurd (hM n) (not_le_of_gt hn)
```

### (e) Four history values

Show that $K=2$ and $c=(-2,3,0,-1)$ turn the general step into
$$x_{n+4}=(2-k-2a)x_{n+3}-(1-3a)x_{n+2}-ax_n.$$

The dissipation sum is $-2x_{n+3}+3x_{n+2}-x_n$. Multiply it by $a$ and collect terms. The code expands the sum in `hs`; the equivalence is then linear algebra in both directions.

```lean
/-- The dissipation weights `-2, 3, 0, -1` turn the general damped Verlet step into the
four-history recurrence. -/
theorem trajectory_iff_fourHistory (k a : ℝ) (x : ℕ → ℝ) :
    Trajectory 2 k a ![-2, 3, 0, -1] x ↔ FourHistory k a x := by
  refine forall_congr' fun n => ?_
  have hs : ∑ j : Fin 4, (![-2, 3, 0, -1] : Fin 4 → ℝ) j * x (n + 3 - (j : ℕ))
      = -2 * x (n + 3) + 3 * x (n + 2) - x n := by
    rw [Fin.sum_univ_four]
    change (-2) * x (n + 3) + 3 * x (n + 2) + 0 * x (n + 1) + (-1) * x n = _
    ring
  change x (n + 4) = 2 * x (n + 3) - x (n + 2) - k * x (n + 3)
    + a * ∑ j : Fin 4, (![-2, 3, 0, -1] : Fin 4 → ℝ) j * x (n + 3 - (j : ℕ)) ↔ _
  rw [hs]
  constructor <;> intro h <;> linear_combination h
```

### (f) The instability condition

Show that $k+4a>4$ gives an unbounded solution $z^n$ with $z<-1$.

Here $S=-2-3+0+1=-4$, so (b) requires $k>4-4a$. Part (e) translates the trajectory, and (c) excludes a bound.

For example, $a=1$ and $k=9/8$ give $k+4a=41/8>4$ and
$$x_{n+4}=-\tfrac98x_{n+3}+2x_{n+2}-x_n.$$
Starting from $1,-2,4,-8$, the next value is $9+8-1=16$, so $z=-2$.

Without the hypothesis the conclusion can fail: for $a=0$, $k=2$ the recurrence is $x_{n+4}=-x_{n+2}$, and every solution is bounded.

```lean
/-- If `k + 4a > 4`, the four-history recurrence has a solution `z ^ n` with `z < -1`, and this
solution is unbounded. -/
theorem fourHistory_unstable {k a : ℝ} (h : 4 < k + 4 * a) :
    ∃ z : ℝ, z < -1 ∧ FourHistory k a (fun n => z ^ n) ∧ ¬ StaysBounded (fun n => z ^ n) := by
  have hs : ∑ j : Fin (2 + 2), (-1 : ℝ) ^ (j : ℕ) * (![-2, 3, 0, -1] : Fin (2 + 2) → ℝ) j
      = -4 := (Fin.sum_univ_four _).trans (by
    change (-1 : ℝ) ^ 0 * (-2) + (-1) ^ 1 * 3 + (-1) ^ 2 * 0 + (-1) ^ 3 * (-1) = -4
    norm_num)
  obtain ⟨z, hz, ht⟩ := exists_growing_flip (K := 2) (k := k) (a := a)
    (c := ![-2, 3, 0, -1]) (by rw [hs]; linarith)
  refine ⟨z, hz, (trajectory_iff_fourHistory k a _).1 ht, ?_⟩
  rintro ⟨M, hM⟩
  obtain ⟨n, hn⟩ := geometric_exceeds hz one_ne_zero M
  rw [one_mul] at hn
  exact absurd (hM n) (not_le_of_gt hn)
```

### (g) What a bounded start must satisfy

Set $s=2-k-2a$, $q=1-3a$, $b_2=z-s$, $b_1=zb_2+q$, $b_0=zb_1$, and let
$$A_n=x_{n+3}+b_2x_{n+2}+b_1x_{n+1}+b_0x_n,$$
which is `modeAmplitude`. For $k+4a>4$ and the $z$ of (f), show that every bounded solution has $A_0=0$.

As $z^n$ is a solution, $z^4=sz^3-qz^2-a$, hence $zb_0=-a$. Inserting the recurrence gives
$$A_{n+1}=(s+b_2)x_{n+3}+(b_1-q)x_{n+2}+b_0x_{n+1}-ax_n=zA_n,$$
so $A_n=A_0z^n$ by induction (`hgeo`). If $|x_n|\le M$, then $|A_n|\le(1+|b_2|+|b_1|+|b_0|)M$, and (c) forces $A_0=0$.

The same $z$ serves all solutions. The condition is nontrivial, because $x_3$ has coefficient $1$; it is necessary for boundedness, and its sufficiency is not claimed.

```lean
/-- If `k + 4a > 4`, there is a real `z < -1` such that every bounded solution `x` of the
four-history recurrence satisfies `modeAmplitude k a z x 0 = 0`. -/
theorem bounded_start_condition {k a : ℝ} (h : 4 < k + 4 * a) :
    ∃ z : ℝ, z < -1 ∧ ∀ x, FourHistory k a x → StaysBounded x →
      modeAmplitude k a z x 0 = 0 := by
  obtain ⟨z, hz, ht, -⟩ := fourHistory_unstable h
  refine ⟨z, hz, ?_⟩
  rintro x hx ⟨M, hM⟩
  have hroot : z ^ 4 = (2 - k - 2 * a) * z ^ 3 - (1 - 3 * a) * z ^ 2 - a * z ^ 0 := ht 0
  -- the amplitude is multiplied by z at each step
  have hgeo : ∀ n, modeAmplitude k a z x n = modeAmplitude k a z x 0 * z ^ n := by
    intro n
    induction n with
    | zero => simp
    | succ n ih =>
      have hstep : modeAmplitude k a z x (n + 1) = z * modeAmplitude k a z x n := by
        change x (n + 4) + (z - (2 - k - 2 * a)) * x (n + 3)
          + (z * (z - (2 - k - 2 * a)) + (1 - 3 * a)) * x (n + 2)
          + z * (z * (z - (2 - k - 2 * a)) + (1 - 3 * a)) * x (n + 1) = _
        unfold modeAmplitude
        linear_combination hx n - x n * hroot
      rw [hstep, ih]
      ring
  by_contra hne
  have hb : ∀ (b : ℝ) (m : ℕ), |b * x m| ≤ |b| * M := fun b m => by
    rw [abs_mul]
    exact mul_le_mul_of_nonneg_left (hM m) (abs_nonneg b)
  -- a bounded trajectory has a bounded amplitude
  obtain ⟨B, hB⟩ : ∃ B, ∀ n, |modeAmplitude k a z x n| ≤ B := by
    unfold modeAmplitude
    generalize z * (z * (z - (2 - k - 2 * a)) + (1 - 3 * a)) = b₀
    generalize z * (z - (2 - k - 2 * a)) + (1 - 3 * a) = b₁
    generalize z - (2 - k - 2 * a) = b₂
    refine ⟨M + |b₂| * M + |b₁| * M + |b₀| * M, fun n => ?_⟩
    have e3 := abs_le.1 (hM (n + 3))
    have e2 := abs_le.1 (hb b₂ (n + 2))
    have e1 := abs_le.1 (hb b₁ (n + 1))
    have e0 := abs_le.1 (hb b₀ n)
    rw [abs_le]
    constructor <;> linarith [e3.1, e3.2, e2.1, e2.2, e1.1, e1.2, e0.1, e0.2]
  obtain ⟨n, hn⟩ := geometric_exceeds hz hne B
  rw [← hgeo n] at hn
  exact absurd (hB n) (not_le_of_gt hn)
```

### (h) Alternation without growth

Show that $x_n=(-1)^n$ solves the four-history recurrence exactly when $k+4a=4$.

At $n=0$ the recurrence reads $1=-(2-k-2a)-(1-3a)-a=k+4a-3$. Every other $n$ only multiplies both sides by $(-1)^n$. This locates marginal alternation; it does not establish stability below the threshold.

```lean
/-- The undamped sign alternation `(-1)^n` solves the four-history recurrence exactly when
`k + 4a = 4`. -/
theorem alternating_iff_threshold (k a : ℝ) :
    FourHistory k a (fun n => (-1) ^ n) ↔ k + 4 * a = 4 := by
  constructor
  · intro h
    have h0 : (-1 : ℝ) ^ 4 = (2 - k - 2 * a) * (-1) ^ 3 - (1 - 3 * a) * (-1) ^ 2
        - a * (-1) ^ 0 := h 0
    linarith
  · intro h n
    beta_reduce
    linear_combination (-(-1 : ℝ) ^ n) * h

end

end XLBOMDExcessiveDissipation
```
```lean
#print axioms XLBOMDExcessiveDissipation.exists_unbounded
#print axioms XLBOMDExcessiveDissipation.fourHistory_unstable
#print axioms XLBOMDExcessiveDissipation.bounded_start_condition
#print axioms XLBOMDExcessiveDissipation.alternating_iff_threshold
```

```
'XLBOMDExcessiveDissipation.exists_unbounded' depends on axioms: [propext, Classical.choice, Quot.sound]
'XLBOMDExcessiveDissipation.fourHistory_unstable' depends on axioms: [propext, Classical.choice, Quot.sound]
'XLBOMDExcessiveDissipation.bounded_start_condition' depends on axioms: [propext, Classical.choice, Quot.sound]
'XLBOMDExcessiveDissipation.alternating_iff_threshold' depends on axioms: [propext, Classical.choice, Quot.sound]
```
